# Separable two-qubit states obey |Tr(ρ XX)| + |Tr(ρ YY)| + |Tr(ρ ZZ)| ≤ 1, and Bell states give 3

After a spin-chain or circuit simulation has produced the density matrix ρ of two chosen qubits, three expectation values can show that the pair is entangled. Compute the correlations of XX, YY and ZZ, add their absolute values, and compare the sum with 1. Here X, Y, Z are the Pauli matrices and XX means X ⊗ X. A state is separable if it is a finite mixture of products of qubit density matrices, and every such state satisfies

S(ρ) = |Tr(ρ XX)| + |Tr(ρ YY)| + |Tr(ρ ZZ)| ≤ 1.

A sum above 1 therefore certifies entanglement. For the family

D(a,b,c) = (1 + a XX + b YY + c ZZ)/4, with a, b, c real,

the test is also complete: D(a,b,c) is a separable state exactly when |a| + |b| + |c| ≤ 1.

## Using the threshold in a code

The threshold assumes Tr ρ = 1, so an unnormalised ρ must first be divided by its trace. It also assumes Pauli matrices: with spin operators X/2, Y/2, Z/2 each correlation is four times smaller, and the threshold becomes 1/4.

A noise model gives a reference value. A Bell state of weight p ≥ 0, mixed with the maximally mixed state of weight 1 − p, has S = 3p and is separable exactly when p ≤ 1/3.

## From the Bloch ball to the six-state mixture

**One qubit.** Let σ be a density matrix with entries σ₀₀, σ₀₁, σ₁₀, σ₁₁, where σ₁₀ is the conjugate of σ₀₁. Then

Tr(σX) = 2 Re σ₀₁, Tr(σY) = −2 Im σ₀₁, Tr(σZ) = σ₀₀ − σ₁₁.

The squares add up to

4|σ₀₁|² + (σ₀₀ − σ₁₁)² = (σ₀₀ + σ₁₁)² − 4 det σ = 1 − 4 det σ ≤ 1,

because a positive semidefinite matrix has det σ ≥ 0.

**Products and mixtures.** For a product σ ⊗ τ, write r_P = Tr(σP) and t_P = Tr(τP), with P running over X, Y, Z. Each correlation factorises as r_P t_P, so

S(σ ⊗ τ) = Σ |r_P t_P| ≤ ½ Σ (r_P² + t_P²) ≤ 1.

For a mixture ρ = Σ pᵢ ρᵢ of products, the triangle inequality gives S(ρ) ≤ Σ pᵢ S(ρᵢ) ≤ 1.

The product state |00⟩ has correlations 0, 0, 1, so it already reaches the bound.

**The converse for D(a,b,c).** Let P be a Pauli matrix. It is Hermitian and traceless with P² = 1, so Π± = (1 ± P)/2 is a Hermitian projector of trace one, hence a density matrix. Expanding the products gives

½(Π₊ ⊗ Π₊ + Π₋ ⊗ Π₋) = (1 + P ⊗ P)/4,
½(Π₊ ⊗ Π₋ + Π₋ ⊗ Π₊) = (1 − P ⊗ P)/4.

Mix the six resulting states with these weights:

(1 ± XX)/4: (1 − |b| − |c| ± a)/2
(1 ± YY)/4: (|b| ± b)/2
(1 ± ZZ)/4: (|c| ± c)/2

They are nonnegative when |a| + |b| + |c| ≤ 1, they add up to 1, and their differences within each pair are a, b, c. The mixture is therefore D(a,b,c).

In the other direction, XX, YY and ZZ are traceless, each squares to the identity of trace 4, and the product of two different ones is minus the third. The correlations of D(a,b,c) are thus a, b, c, and the bound applies.

**Bell states.** Now let a and b be bits, as in the Lean names for Bell states, and take the normalised vector

(|0,b⟩ + (−1)^a |1,1−b⟩)/√2.

XX exchanges its two terms and has eigenvalue x = (−1)^a; ZZ has eigenvalue z = (−1)^b. Since XX·ZZ = −YY, the projector is

(1 + x XX)(1 + z ZZ)/4 = (1 + x XX − xz YY + z ZZ)/4.

All three coefficients have modulus 1, so S = 3. Adding noise multiplies them by p, and the condition 3p ≤ 1 gives the threshold.

## Lean definitions and proofs

```lean
import Mathlib

open Matrix
open scoped Kronecker ComplexOrder

namespace PauliCorrelationCriterion

noncomputable section

/-- Operators on one qubit. -/
abbrev Qubit := Matrix (Fin 2) (Fin 2) ℂ

/-- Operators on two qubits. -/
abbrev TwoQubit := Matrix (Fin 2 × Fin 2) (Fin 2 × Fin 2) ℂ

/-- The Pauli matrix X. -/
def X : Qubit := !![0, 1; 1, 0]

/-- The Pauli matrix Y. -/
def Y : Qubit := !![0, -Complex.I; Complex.I, 0]

/-- The Pauli matrix Z. -/
def Z : Qubit := !![1, 0; 0, -1]

/-- A qubit density matrix: positive semidefinite with trace one. -/
def IsDensity (σ : Qubit) : Prop := σ.PosSemidef ∧ σ.trace = 1

/-- The products of two qubit density matrices. -/
def productStates : Set TwoQubit :=
  {ρ | ∃ σ τ : Qubit, IsDensity σ ∧ IsDensity τ ∧ ρ = σ ⊗ₖ τ}

/-- A separable state: a convex combination of product states. -/
def SeparableState (ρ : TwoQubit) : Prop := ρ ∈ convexHull ℝ productStates

/-- The correlation sum |Tr(ρ XX)| + |Tr(ρ YY)| + |Tr(ρ ZZ)|. -/
def pauliSum (ρ : TwoQubit) : ℝ :=
  ‖(ρ * (X ⊗ₖ X)).trace‖ + ‖(ρ * (Y ⊗ₖ Y)).trace‖ + ‖(ρ * (Z ⊗ₖ Z)).trace‖

/-- The Pauli-diagonal matrix (1 + a XX + b YY + c ZZ)/4. -/
def pauliDiagonal (a b c : ℝ) : TwoQubit :=
  (1 / 4 : ℝ) • (1 + a • (X ⊗ₖ X) + b • (Y ⊗ₖ Y) + c • (Z ⊗ₖ Z))

/-- A spin observable: Hermitian, with square one and trace zero. -/
def IsSpin (P : Qubit) : Prop := P.IsHermitian ∧ P * P = 1 ∧ P.trace = 0

/-- Amplitudes, before normalisation, of the Bell vector |0,b⟩ + (-1)^a |1,1-b⟩. -/
def bellSign (a b : Fin 2) (q : Fin 2 × Fin 2) : ℝ :=
  if q.2 = q.1 + b then (-1) ^ (a.val * q.1.val) else 0

/-- The normalised Bell vector (|0,b⟩ + (-1)^a |1,1-b⟩)/√2. -/
def bellVector (a b : Fin 2) (q : Fin 2 × Fin 2) : ℂ :=
  (((Real.sqrt 2)⁻¹ * bellSign a b q : ℝ) : ℂ)

/-- The four Bell states, as projectors on the Bell vectors. -/
def bellState (a b : Fin 2) : TwoQubit :=
  vecMulVec (bellVector a b) (star (bellVector a b))

/-- The Bloch vector of a qubit density matrix lies in the unit ball. -/
theorem bloch_ball {σ : Qubit} (h : IsDensity σ) :
    ‖(σ * X).trace‖ ^ 2 + ‖(σ * Y).trace‖ ^ 2 + ‖(σ * Z).trace‖ ^ 2 ≤ 1 := by
  have h10 := h.1.isHermitian.apply 1 0
  have h00 := congrArg Complex.im (h.1.isHermitian.apply 0 0)
  have h11 := congrArg Complex.im (h.1.isHermitian.apply 1 1)
  have hre := congrArg Complex.re h10
  have him := congrArg Complex.im h10
  have htr := congrArg Complex.re h.2
  -- positivity enters through the determinant
  have hd := (Complex.le_def.mp h.1.det_nonneg).1
  rw [Matrix.det_fin_two] at hd
  rw [Matrix.trace_fin_two] at htr
  simp only [Complex.star_def, Complex.conj_re, Complex.conj_im] at h00 h11 hre him
  simp only [Complex.add_re, Complex.one_re] at htr
  simp only [Complex.sub_re, Complex.mul_re, Complex.zero_re] at hd
  have i0 : (σ 0 0).im = 0 := by linarith
  have i1 : (σ 1 1).im = 0 := by linarith
  have hX : (σ * X).trace = σ 0 1 + σ 1 0 := by
    simp [X, Matrix.trace_fin_two, Matrix.mul_apply, Fin.sum_univ_two]
  have hY : (σ * Y).trace = σ 0 1 * Complex.I - σ 1 0 * Complex.I := by
    simp [Y, Matrix.trace_fin_two, Matrix.mul_apply, Fin.sum_univ_two, sub_eq_add_neg]
  have hZ : (σ * Z).trace = σ 0 0 - σ 1 1 := by
    simp [Z, Matrix.trace_fin_two, Matrix.mul_apply, Fin.sum_univ_two, sub_eq_add_neg]
  rw [hX, hY, hZ]
  simp only [← Complex.normSq_eq_norm_sq, Complex.normSq_apply, Complex.add_re,
    Complex.add_im, Complex.sub_re, Complex.sub_im, Complex.mul_re, Complex.mul_im,
    Complex.I_re, Complex.I_im]
  rw [← hre, ← him, i0, i1] at *
  have hsq : ((σ 0 0).re + (σ 1 1).re) ^ 2 = 1 := by rw [htr]; norm_num
  nlinarith [hd, hsq]

/-- Every separable two-qubit state satisfies
|Tr(ρ XX)| + |Tr(ρ YY)| + |Tr(ρ ZZ)| ≤ 1. -/
theorem pauliSum_le_one {ρ : TwoQubit} (h : SeparableState ρ) : pauliSum ρ ≤ 1 := by
  refine convexHull_min (t := {ρ | pauliSum ρ ≤ 1}) ?_ ?_ h
  · -- on products the correlations factorise
    rintro _ ⟨σ, τ, hσ, hτ, rfl⟩
    have hp : ∀ P : Qubit, ‖((σ ⊗ₖ τ) * (P ⊗ₖ P)).trace‖
        = ‖(σ * P).trace‖ * ‖(τ * P).trace‖ := fun P => by
      rw [← Matrix.mul_kronecker_mul, Matrix.trace_kronecker, norm_mul]
    simp only [Set.mem_ofPred_eq, pauliSum, hp]
    nlinarith [bloch_ball hσ, bloch_ball hτ,
      sq_nonneg (‖(σ * X).trace‖ - ‖(τ * X).trace‖),
      sq_nonneg (‖(σ * Y).trace‖ - ‖(τ * Y).trace‖),
      sq_nonneg (‖(σ * Z).trace‖ - ‖(τ * Z).trace‖)]
  · -- the bound survives mixing, by the triangle inequality
    intro x hx y hy s t hs ht hst
    have key : ∀ M : TwoQubit, ‖((s • x + t • y) * M).trace‖
        ≤ s * ‖(x * M).trace‖ + t * ‖(y * M).trace‖ := fun M => by
      rw [Matrix.add_mul, Matrix.smul_mul, Matrix.smul_mul, Matrix.trace_add,
        Matrix.trace_smul, Matrix.trace_smul]
      refine (norm_add_le _ _).trans_eq ?_
      rw [norm_smul, norm_smul, Real.norm_of_nonneg hs, Real.norm_of_nonneg ht]
    simp only [Set.mem_ofPred_eq, pauliSum] at hx hy ⊢
    linarith [key (X ⊗ₖ X), key (Y ⊗ₖ Y), key (Z ⊗ₖ Z),
      mul_le_mul_of_nonneg_left hx hs, mul_le_mul_of_nonneg_left hy ht]

/-- For a spin observable P, both (1 + P)/2 and (1 - P)/2 are density matrices. -/
theorem spin_density {P : Qubit} (h : IsSpin P) :
    IsDensity ((1 / 2 : ℝ) • (1 + P)) ∧ IsDensity ((1 / 2 : ℝ) • (1 - P)) := by
  have main : ∀ Q : Qubit, IsSpin Q → IsDensity ((1 / 2 : ℝ) • (1 + Q)) := by
    rintro Q ⟨hQ, h2, ht⟩
    have sq : (1 + Q) * (1 + Q) = (2 : ℝ) • (1 + Q) := by
      rw [add_mul, mul_add, mul_add, h2, one_mul, one_mul, mul_one]
      module
    -- a Hermitian projector is positive
    have e : ((1 / 2 : ℝ) • (1 + Q))ᴴ * ((1 / 2 : ℝ) • (1 + Q)) = (1 / 2 : ℝ) • (1 + Q) := by
      rw [Matrix.conjTranspose_smul, Matrix.conjTranspose_add, Matrix.conjTranspose_one,
        hQ.eq, star_trivial, Matrix.smul_mul, Matrix.mul_smul, sq]
      module
    have hpos := Matrix.posSemidef_conjTranspose_mul_self ((1 / 2 : ℝ) • (1 + Q))
    rw [e] at hpos
    refine ⟨hpos, ?_⟩
    rw [Matrix.trace_smul, Matrix.trace_add, Matrix.trace_one, ht]
    norm_num [Complex.real_smul]
  refine ⟨main P h, ?_⟩
  rw [sub_eq_add_neg]
  exact main (-P) ⟨h.1.neg, by rw [neg_mul_neg, h.2.1], by rw [Matrix.trace_neg, h.2.2, neg_zero]⟩

/-- For a spin observable P, the states (1 + P⊗P)/4 and (1 - P⊗P)/4 are separable. -/
theorem spin_separable {P : Qubit} (h : IsSpin P) :
    SeparableState ((1 / 4 : ℝ) • (1 + P ⊗ₖ P)) ∧
      SeparableState ((1 / 4 : ℝ) • (1 - P ⊗ₖ P)) := by
  obtain ⟨hp, hm⟩ := spin_density h
  -- equal mixtures of two product states
  have mix : ∀ A B C D : Qubit, IsDensity A → IsDensity B → IsDensity C → IsDensity D →
      SeparableState ((1 / 2 : ℝ) • (A ⊗ₖ B) + (1 / 2 : ℝ) • (C ⊗ₖ D)) :=
    fun A B C D hA hB hC hD => convex_convexHull ℝ productStates
      (subset_convexHull ℝ _ ⟨A, B, hA, hB, rfl⟩) (subset_convexHull ℝ _ ⟨C, D, hC, hD, rfl⟩)
      (by norm_num) (by norm_num) (by norm_num)
  constructor
  · convert mix _ _ _ _ hp hp hm hm using 1
    rw [← Matrix.one_kronecker_one]
    ext ⟨i, j⟩ ⟨k, l⟩
    simp only [Matrix.smul_apply, Matrix.add_apply, Matrix.sub_apply,
      Matrix.kroneckerMap_apply, Complex.real_smul]
    push_cast
    ring
  · convert mix _ _ _ _ hp hm hm hp using 1
    rw [← Matrix.one_kronecker_one]
    ext ⟨i, j⟩ ⟨k, l⟩
    simp only [Matrix.smul_apply, Matrix.add_apply, Matrix.sub_apply,
      Matrix.kroneckerMap_apply, Complex.real_smul]
    push_cast
    ring

/-- The three Pauli matrices are spin observables. -/
theorem pauli_spin : IsSpin X ∧ IsSpin Y ∧ IsSpin Z := by
  refine ⟨⟨Matrix.IsHermitian.ext fun i j => ?_, ?_, ?_⟩,
    ⟨Matrix.IsHermitian.ext fun i j => ?_, ?_, ?_⟩,
    ⟨Matrix.IsHermitian.ext fun i j => ?_, ?_, ?_⟩⟩
  · fin_cases i <;> fin_cases j <;> simp [X]
  · ext i j; fin_cases i <;> fin_cases j <;> simp [X, Matrix.mul_apply, Fin.sum_univ_two]
  · simp [X, Matrix.trace_fin_two]
  · fin_cases i <;> fin_cases j <;> simp [Y]
  · ext i j; fin_cases i <;> fin_cases j <;> simp [Y, Matrix.mul_apply, Fin.sum_univ_two]
  · simp [Y, Matrix.trace_fin_two]
  · fin_cases i <;> fin_cases j <;> simp [Z]
  · ext i j; fin_cases i <;> fin_cases j <;> simp [Z, Matrix.mul_apply, Fin.sum_univ_two]
  · simp [Z, Matrix.trace_fin_two]

/-- The correlation sum of (1 + a XX + b YY + c ZZ)/4 is |a| + |b| + |c|. -/
theorem pauliSum_pauliDiagonal (a b c : ℝ) :
    pauliSum (pauliDiagonal a b c) = |a| + |b| + |c| := by
  have hX : (pauliDiagonal a b c * (X ⊗ₖ X)).trace = (a : ℂ) := by
    simp [pauliDiagonal, Matrix.trace, Matrix.mul_apply, Fintype.sum_prod_type,
      Fin.sum_univ_two, Matrix.one_apply, Matrix.kroneckerMap_apply, X, Y, Z]
    ring
  have hY : (pauliDiagonal a b c * (Y ⊗ₖ Y)).trace = (b : ℂ) := by
    simp [pauliDiagonal, Matrix.trace, Matrix.mul_apply, Fintype.sum_prod_type,
      Fin.sum_univ_two, Matrix.one_apply, Matrix.kroneckerMap_apply, X, Y, Z]
    ring
  have hZ : (pauliDiagonal a b c * (Z ⊗ₖ Z)).trace = (c : ℂ) := by
    simp [pauliDiagonal, Matrix.trace, Matrix.mul_apply, Fintype.sum_prod_type,
      Fin.sum_univ_two, Matrix.one_apply, Matrix.kroneckerMap_apply, X, Y, Z]
    ring
  simp only [pauliSum, hX, hY, hZ, Complex.norm_real, Real.norm_eq_abs]

/-- The matrix (1 + a XX + b YY + c ZZ)/4 is a separable state exactly when
|a| + |b| + |c| ≤ 1. -/
theorem pauliDiagonal_separable_iff (a b c : ℝ) :
    SeparableState (pauliDiagonal a b c) ↔ |a| + |b| + |c| ≤ 1 := by
  refine ⟨fun h => pauliSum_pauliDiagonal a b c ▸ pauliSum_le_one h, fun h => ?_⟩
  obtain ⟨hX, hY, hZ⟩ := pauli_spin
  -- weights of the six states (1 ± PP)/4
  let w : Fin 6 → ℝ := ![(1 - |b| - |c| + a) / 2, (1 - |b| - |c| - a) / 2,
    (|b| + b) / 2, (|b| - b) / 2, (|c| + c) / 2, (|c| - c) / 2]
  let z : Fin 6 → TwoQubit := ![(1 / 4 : ℝ) • (1 + X ⊗ₖ X), (1 / 4 : ℝ) • (1 - X ⊗ₖ X),
    (1 / 4 : ℝ) • (1 + Y ⊗ₖ Y), (1 / 4 : ℝ) • (1 - Y ⊗ₖ Y),
    (1 / 4 : ℝ) • (1 + Z ⊗ₖ Z), (1 / 4 : ℝ) • (1 - Z ⊗ₖ Z)]
  have w0 : 0 ≤ (1 - |b| - |c| + a) / 2 := by linarith [neg_abs_le a]
  have w1 : 0 ≤ (1 - |b| - |c| - a) / 2 := by linarith [le_abs_self a]
  have w2 : 0 ≤ (|b| + b) / 2 := by linarith [neg_abs_le b]
  have w3 : 0 ≤ (|b| - b) / 2 := by linarith [le_abs_self b]
  have w4 : 0 ≤ (|c| + c) / 2 := by linarith [neg_abs_le c]
  have w5 : 0 ≤ (|c| - c) / 2 := by linarith [le_abs_self c]
  have hw : ∀ i ∈ Finset.univ, 0 ≤ w i := by
    intro i _
    fin_cases i
    exacts [w0, w1, w2, w3, w4, w5]
  have hsum : ∑ i, w i = 1 := by
    rw [Fin.sum_univ_six]
    change (1 - |b| - |c| + a) / 2 + (1 - |b| - |c| - a) / 2 + (|b| + b) / 2
      + (|b| - b) / 2 + (|c| + c) / 2 + (|c| - c) / 2 = 1
    ring
  have hz : ∀ i ∈ Finset.univ, z i ∈ convexHull ℝ productStates := by
    intro i _
    fin_cases i
    exacts [(spin_separable hX).1, (spin_separable hX).2, (spin_separable hY).1,
      (spin_separable hY).2, (spin_separable hZ).1, (spin_separable hZ).2]
  have hmem := (convex_convexHull ℝ productStates).sum_mem hw hsum hz
  have e : pauliDiagonal a b c = ∑ i, w i • z i := by
    rw [Fin.sum_univ_six]
    change (1 / 4 : ℝ) • (1 + a • (X ⊗ₖ X) + b • (Y ⊗ₖ Y) + c • (Z ⊗ₖ Z)) =
      ((1 - |b| - |c| + a) / 2) • ((1 / 4 : ℝ) • (1 + X ⊗ₖ X))
      + ((1 - |b| - |c| - a) / 2) • ((1 / 4 : ℝ) • (1 - X ⊗ₖ X))
      + ((|b| + b) / 2) • ((1 / 4 : ℝ) • (1 + Y ⊗ₖ Y))
      + ((|b| - b) / 2) • ((1 / 4 : ℝ) • (1 - Y ⊗ₖ Y))
      + ((|c| + c) / 2) • ((1 / 4 : ℝ) • (1 + Z ⊗ₖ Z))
      + ((|c| - c) / 2) • ((1 / 4 : ℝ) • (1 - Z ⊗ₖ Z))
    module
  rw [e]
  exact hmem

/-- Each Bell state is Pauli-diagonal, with coefficients (-1)^a, -(-1)^(a+b) and (-1)^b. -/
theorem bellState_eq (a b : Fin 2) : bellState a b =
    pauliDiagonal ((-1) ^ a.val) (-(-1) ^ (a.val + b.val)) ((-1) ^ b.val) := by
  have hs : (Real.sqrt 2)⁻¹ * (Real.sqrt 2)⁻¹ = 1 / 2 := by
    rw [← mul_inv, Real.mul_self_sqrt (by norm_num)]
    norm_num
  ext p q
  have h : bellState a b p q = ((1 / 2 * (bellSign a b p * bellSign a b q) : ℝ) : ℂ) := by
    rw [← hs]
    simp only [bellState, Matrix.vecMulVec_apply, Pi.star_apply, bellVector,
      Complex.star_def, Complex.conj_ofReal]
    push_cast
    ring
  rw [h]
  obtain ⟨i, j⟩ := p
  obtain ⟨k, l⟩ := q
  fin_cases a <;> fin_cases b <;> fin_cases i <;> fin_cases j <;> fin_cases k <;>
    fin_cases l <;> simp [bellSign, pauliDiagonal, Matrix.kroneckerMap_apply, X, Y, Z] <;>
    norm_num

/-- Each of the four Bell states has correlation sum 3. -/
theorem pauliSum_bellState (a b : Fin 2) : pauliSum (bellState a b) = 3 := by
  rw [bellState_eq, pauliSum_pauliDiagonal]
  simp only [abs_neg, abs_pow, abs_one, one_pow]
  norm_num

/-- A Bell state with weight p ≥ 0, mixed with the maximally mixed state with weight 1 - p,
is separable exactly when p ≤ 1/3. -/
theorem noisy_bell_separable_iff (a b : Fin 2) {p : ℝ} (hp : 0 ≤ p) :
    SeparableState (p • bellState a b + (1 - p) • ((1 / 4 : ℝ) • (1 : TwoQubit))) ↔
      p ≤ 1 / 3 := by
  have e : p • bellState a b + (1 - p) • ((1 / 4 : ℝ) • (1 : TwoQubit)) =
      pauliDiagonal (p * (-1) ^ a.val) (p * -(-1) ^ (a.val + b.val)) (p * (-1) ^ b.val) := by
    rw [bellState_eq]
    unfold pauliDiagonal
    module
  rw [e, pauliDiagonal_separable_iff]
  simp only [abs_mul, abs_neg, abs_pow, abs_one, one_pow, mul_one, abs_of_nonneg hp]
  constructor <;> intro h <;> linarith

end

end PauliCorrelationCriterion
```

```lean
#print axioms PauliCorrelationCriterion.pauliSum_bellState
#print axioms PauliCorrelationCriterion.noisy_bell_separable_iff
```

```
'PauliCorrelationCriterion.pauliSum_bellState' depends on axioms: [propext, Classical.choice, Quot.sound]
'PauliCorrelationCriterion.noisy_bell_separable_iff' depends on axioms: [propext, Classical.choice, Quot.sound]
```

`IsDensity` requires positive semidefiniteness, which includes Hermiticity, and trace one. `SeparableState` is membership in the real convex hull of `productStates`. The indices `Fin 2 × Fin 2` label the two-qubit basis, `⊗ₖ` is the Kronecker product, `pauliSum` is S, and `pauliDiagonal` is D. `IsSpin` describes operators with eigenvalues ±1, not the textbook spin with eigenvalues ±1/2.

`bloch_ball` extracts real and imaginary parts and combines the trace with the determinant inequality through `nlinarith`. In `pauliSum_le_one`, `convexHull_min` reduces the claim to two checks: products satisfy the bound, and mixing two matrices that satisfy it preserves it.

`spin_density` proves positivity by writing the projector as its adjoint times itself. `spin_separable` forms the equal mixtures, and `pauli_spin` supplies X, Y and Z. `pauliSum_pauliDiagonal` computes the correlations from matrix entries. In `pauliDiagonal_separable_iff`, `w` and `z` hold the six weights and states, and `module` verifies their sum.

`bellState_eq` compares the projectors with D entry by entry, where the derivation above uses eigenvalues. `pauliSum_bellState` and `noisy_bell_separable_iff` then follow by substitution.

## What a computed sum says about the pair

The theorems concern exact two-qubit matrices. That the numbers in a code are the correlations of the physical pair is a separate assumption: sampling error, truncation and rounding need their own error bounds before a sum slightly above 1 counts as evidence.

For a general ρ, a sum of at most 1 decides nothing. As a supplement to the checked theorems, consider the Bell state with a = b = 1 and rotate one qubit so that its axes X, Y, Z are permuted cyclically. All three correlations vanish, yet the state remains entangled. The equivalence holds for the family D(a,b,c), so a code that relies on it must first establish that its state has that form.
